# For a nonzero total Born charge, only mass-weighted sharing preserves every optical dipole

## Tensors, displacements and the neutrality correction

The atoms are labelled by a finite type `ι`. Atom \(I\) has mass \(M_I\), a real \(3\times3\) Born tensor \(Z_I\) and a displacement \(u_I\in\mathbb R^3\). The tensor acts from the left, so its column index belongs to the displacement; it need not be symmetric.

In Lean 4 with Mathlib:

```lean
import Mathlib

open Matrix

namespace BornChargeNeutrality

noncomputable section

variable {ι : Type*} [Fintype ι]
```

The total charge tensor is \(S=\sum_I Z_I\). Translational invariance requires \(S=0\) for a neutral insulating crystal; a nonzero \(S\) stands for the residue left by, for example, finite Brillouin-zone sampling.

```lean
/-- The sum of the Born tensors of all atoms. -/
def totalCharge (Z : ι → Matrix (Fin 3) (Fin 3) ℝ) : Matrix (Fin 3) (Fin 3) ℝ :=
  ∑ I, Z I
```

The correction distributes this residue with real weights \(w_I\), which may be negative:
\[ Z_I' = Z_I - w_I S . \]

```lean
/-- The corrected Born tensors: atom `I` gives up the share `w I` of the total charge tensor. -/
def corrected (w : ι → ℝ) (Z : ι → Matrix (Fin 3) (Fin 3) ℝ) :
    ι → Matrix (Fin 3) (Fin 3) ℝ :=
  fun I => Z I - w I • totalCharge Z
```

The induced dipole is linear in the displacements, \(p(u)=\sum_I Z_I u_I\).

```lean
/-- The dipole induced by the atomic displacements `u`. -/
def dipole (Z : ι → Matrix (Fin 3) (Fin 3) ℝ) (u : ι → Fin 3 → ℝ) : Fin 3 → ℝ :=
  ∑ I, Z I *ᵥ u I
```

A displacement is called optical if \(\sum_I M_I u_I=0\). This includes every zone-centre pattern with the centre of mass at rest, not only normal modes.

```lean
/-- A displacement is optical if it leaves the centre of mass at rest. -/
def IsOptical (M : ι → ℝ) (u : ι → Fin 3 → ℝ) : Prop :=
  ∑ I, M I • u I = 0
```

For a normal mode with \(\sum_I M_I\,u_I\cdot u_I=1\), the infrared intensity is \(p\cdot p\) up to a constant prefactor. The same expression is used here for every displacement.

```lean
/-- The infrared intensity of a displacement, without its constant prefactor:
the squared length of the induced dipole. -/
def irIntensity (Z : ι → Matrix (Fin 3) (Fin 3) ℝ) (u : ι → Fin 3 → ℝ) : ℝ :=
  dipole Z u ⬝ᵥ dipole Z u
```

## What the correction does to the dipole

If \(\sum_I w_I=1\), neutrality is restored, because \(\sum_I Z_I' = S-\left(\sum_I w_I\right)S=0\).

```lean
/-- If the weights sum to one, the corrected Born tensors sum to zero. -/
theorem corrected_neutral (w : ι → ℝ) (Z : ι → Matrix (Fin 3) (Fin 3) ℝ)
    (hw : ∑ I, w I = 1) : totalCharge (corrected w Z) = 0 := by
  change ∑ I, (Z I - w I • totalCharge Z) = 0
  rw [Finset.sum_sub_distrib, ← Finset.sum_smul, hw, one_smul]
  exact sub_self _
```

For the moment, let \(S\) be any fixed tensor. If every Born tensor is a multiple of it, \(Z_I=a_I S\), linearity gives
\[ \sum_I a_I S u_I = S\sum_I a_I u_I . \]

```lean
/-- If every Born tensor is a multiple `a I` of one tensor `S`, the dipole is `S` applied to
the sum of the displacements weighted by `a`. -/
theorem dipole_smul (a : ι → ℝ) (S : Matrix (Fin 3) (Fin 3) ℝ) (u : ι → Fin 3 → ℝ) :
    dipole (fun I => a I • S) u = S *ᵥ ∑ I, a I • u I := by
  have h : S *ᵥ (∑ I, a I • u I) = ∑ I, S *ᵥ (a I • u I) := by
    simpa only [Matrix.mulVecLin_apply] using
      map_sum S.mulVecLin (fun I => a I • u I) Finset.univ
  rw [h]
  simp only [dipole, Matrix.smul_mulVec, Matrix.mulVec_smul]
```

With \(a_I=w_I\) and \(S\) again the total charge tensor, this is the dipole removed by the correction:
\[ p'(u)=p(u)-S\sum_I w_I u_I . \]

```lean
/-- The correction lowers the dipole by the total charge tensor applied to the weighted sum
of the displacements. -/
theorem dipole_corrected (w : ι → ℝ) (Z : ι → Matrix (Fin 3) (Fin 3) ℝ)
    (u : ι → Fin 3 → ℝ) :
    dipole (corrected w Z) u = dipole Z u - totalCharge Z *ᵥ ∑ I, w I • u I := by
  rw [← dipole_smul w (totalCharge Z) u]
  simp only [dipole, corrected, Matrix.sub_mulVec, Finset.sum_sub_distrib]
```

If \(w_I=cM_I\), then \(\sum_I w_I u_I=c\sum_I M_I u_I=0\) for optical \(u\), and the dipole is unchanged.

```lean
/-- Weights proportional to the masses leave the dipole of every optical displacement
unchanged. -/
theorem dipole_preserved_of_proportional {M w : ι → ℝ} {c : ℝ} (h : ∀ I, w I = c * M I)
    (Z : ι → Matrix (Fin 3) (Fin 3) ℝ) {u : ι → Fin 3 → ℝ} (hu : IsOptical M u) :
    dipole (corrected w Z) u = dipole Z u := by
  have h0 : ∑ I, w I • u I = 0 := by
    calc ∑ I, w I • u I = c • ∑ I, M I • u I := by
          rw [Finset.smul_sum]
          refine Finset.sum_congr rfl fun I _ => ?_
          rw [h I, smul_smul]
      _ = 0 := by rw [show ∑ I, M I • u I = 0 from hu, smul_zero]
  rw [dipole_corrected, h0, Matrix.mulVec_zero, sub_zero]
```

## Why the weights must follow the masses

Weights that sum to one require at least one atom, so positive masses have a positive sum, by which one may divide.

```lean
/-- Positive masses have a positive sum if there are weights on the atoms that sum to one. -/
theorem totalMass_pos {M w : ι → ℝ} (hM : ∀ I, 0 < M I) (hw : ∑ I, w I = 1) :
    0 < ∑ I, M I := by
  have hne : (Finset.univ : Finset ι).Nonempty := by
    by_contra h
    rw [Finset.not_nonempty_iff_eq_empty] at h
    rw [h, Finset.sum_empty] at hw
    exact zero_ne_one hw
  exact Finset.sum_pos (fun I _ => hM I) hne
```

Conversely, suppose that every optical dipole is unchanged. Since \(S\neq0\), some \(v\) has \(Sv\neq0\). For distinct atoms \(I,J\), set \(u_I=M_Jv\), \(u_J=-M_Iv\) and leave the others at rest. The centre of mass stays fixed, and the unchanged dipole gives
\[ 0=S\sum_K w_Ku_K=(w_IM_J-w_JM_I)\,Sv . \]
Hence \(w_IM_J=w_JM_I\), which is trivial for \(I=J\). Summing over \(J\) gives \(w_I\sum_J M_J=M_I\).

The theorem states this equivalence for one fixed set of tensors, with `hS` expressing \(S\neq0\). If \(S=0\), the correction does nothing and any weights would do.

```lean
/-- For positive masses, a nonzero total charge tensor and weights that sum to one, the
correction preserves the dipole of every optical displacement exactly when each weight is
the atom's fraction of the total mass. -/
theorem dipole_preserved_iff {M w : ι → ℝ} {Z : ι → Matrix (Fin 3) (Fin 3) ℝ}
    (hM : ∀ I, 0 < M I) (hS : totalCharge Z ≠ 0) (hw : ∑ I, w I = 1) :
    (∀ u, IsOptical M u → dipole (corrected w Z) u = dipole Z u) ↔
      ∀ I, w I = M I / ∑ J, M J := by
  classical
  constructor
  · intro h I
    -- a direction in which the total charge tensor gives a dipole
    obtain ⟨v, hv⟩ : ∃ v, totalCharge Z *ᵥ v ≠ 0 := by
      by_contra! h0
      apply hS
      ext i j
      have := congrFun (h0 (Pi.single j 1)) i
      simpa using this
    have key : ∀ J, w I * M J = w J * M I := by
      intro J
      -- atoms I and J move oppositely along v, with the centre of mass at rest
      obtain ⟨c, hc⟩ : ∃ c : ι → ℝ, ∀ a : ι → ℝ,
          ∑ K, a K * c K = a I * M J - a J * M I :=
        ⟨fun K => (if K = I then M J else 0) - (if K = J then M I else 0), fun a => by
          simp [mul_sub, Finset.sum_sub_distrib]⟩
      have hcv : ∀ a : ι → ℝ, ∑ K, a K • (c K • v) = (a I * M J - a J * M I) • v := by
        intro a
        simp only [smul_smul]
        rw [← Finset.sum_smul, hc a]
      have opt : IsOptical M (fun K => c K • v) := by
        change ∑ K, M K • (c K • v) = 0
        rw [hcv M, mul_comm (M I) (M J), sub_self, zero_smul]
      have h1 := h _ opt
      rw [dipole_corrected, sub_eq_self] at h1
      have h2 : totalCharge Z *ᵥ (∑ K, w K • (c K • v)) = 0 := h1
      rw [hcv w, Matrix.mulVec_smul, smul_eq_zero] at h2
      exact sub_eq_zero.mp (h2.resolve_right hv)
    -- summing over J fixes the constant of proportionality
    rw [eq_div_iff (totalMass_pos hM hw).ne', Finset.mul_sum,
      Finset.sum_congr rfl (fun J _ => key J), ← Finset.sum_mul, hw, one_mul]
  · intro h u hu
    exact dipole_preserved_of_proportional (c := (∑ J, M J)⁻¹)
      (fun I => by rw [h I, div_eq_inv_mul]) Z hu
```

The device that carries the converse is the `obtain` that produces `c`. It keeps only one property of the two-atom pattern: for every `a`, the sum \(\sum_K a_Kc_K\) equals \(a_IM_J-a_JM_I\). Taking `a` to be `M` shows that the displacement is optical; taking it to be `w` gives the change in dipole. The case \(I=J\) needs no separate treatment.

As an example, take masses \(1\) and \(3\), \(Z_1=1.2\cdot\mathbf 1\) and \(Z_2=-1.0\cdot\mathbf 1\), so \(S=0.2\cdot\mathbf 1\). For a unit vector \(e\), the optical displacement \(u_1=3e\), \(u_2=-e\) has dipole \(4.6\,e\). Equal weights give charges \(\pm1.1\) and dipole \(4.4\,e\); mass weights \(1/4,3/4\) give \(\pm1.15\) and again \(4.6\,e\).

In density functional perturbation theory, within this harmonic, zone-centre model, equal sharing of a nonzero residue therefore alters some optical dipole unless all masses are equal. Mass weighting keeps the computed optical dipoles together with any numerical error in them, so this property alone does not show that its Born tensors are more accurate.

## Intensities, and an exception

Intensities do not see the sign of the dipole, so the corresponding equivalence asks for weights that work for all Born tensors. To find them, test with \(Z_I=M_I\mathbf 1\), a mathematical probe rather than a realistic charge distribution. Its optical dipoles vanish. If intensities are preserved, the corrected dipoles have zero squared length and vanish too, so the dipole theorem applies. The other direction is immediate from equal dipoles.

```lean
/-- For positive masses and weights that sum to one, the correction preserves the infrared
intensity of every optical displacement for all choices of Born tensors exactly when each
weight is the atom's fraction of the total mass. -/
theorem intensity_preserved_iff {M w : ι → ℝ} (hM : ∀ I, 0 < M I) (hw : ∑ I, w I = 1) :
    (∀ (Z : ι → Matrix (Fin 3) (Fin 3) ℝ) (u : ι → Fin 3 → ℝ), IsOptical M u →
      irIntensity (corrected w Z) u = irIntensity Z u) ↔ ∀ I, w I = M I / ∑ J, M J := by
  constructor
  · intro h
    -- test tensors proportional to the masses: all their optical dipoles vanish
    have hS : totalCharge (fun I => M I • (1 : Matrix (Fin 3) (Fin 3) ℝ)) ≠ 0 := by
      unfold totalCharge
      rw [← Finset.sum_smul]
      exact smul_ne_zero (totalMass_pos hM hw).ne' one_ne_zero
    refine (dipole_preserved_iff hM hS hw).mp fun u hu => ?_
    have h0 : dipole (fun I => M I • (1 : Matrix (Fin 3) (Fin 3) ℝ)) u = 0 := by
      rw [dipole_smul, Matrix.one_mulVec]
      exact hu
    have h1 := h (fun I => M I • (1 : Matrix (Fin 3) (Fin 3) ℝ)) u hu
    simp only [irIntensity, h0, zero_dotProduct] at h1
    rw [h0]
    exact dotProduct_self_eq_zero.mp h1
  · intro h Z u hu
    have hd := dipole_preserved_of_proportional (M := M) (w := w) (c := (∑ J, M J)⁻¹)
      (fun I => by rw [h I, div_eq_inv_mul]) Z hu
    simp only [irIntensity, hd]
```

For a single set of tensors, preserved intensities do not force mass weighting. Write \(\mu_I=M_I/\sum_J M_J\) and choose
\[ Z_I=\tfrac12(w_I+\mu_I)S . \]
These tensors sum to \(S\). On optical displacements the \(\mu_I\) part drops out, so
\[ p=\tfrac12S\sum_I w_Iu_I,\qquad p'=p-2p=-p . \]
Every optical dipole is reversed and its intensity kept, for any weights that sum to one. With the masses and displacement above and equal weights, \(Z_1=\tfrac38S\) and \(Z_2=\tfrac58S\) give \(p=\tfrac12Se\); the corrected tensors \(\mp\tfrac18S\) give \(-\tfrac12Se\). Here the residue \(S\) is larger than either charge, so this too is a mathematical example rather than a realistic one.

In the code, `hZ` prescribes these tensors, `hs` removes the mass part, and `module` finishes the vector algebra for the reversal.

```lean
/-- For positive masses and any weights that sum to one, the Born tensors
`(w I + M I / ∑ M) / 2 • S` have sum `S`, and the correction reverses the dipole of every
optical displacement and keeps its infrared intensity. -/
theorem intensity_exception {M w : ι → ℝ} (hM : ∀ I, 0 < M I) (hw : ∑ I, w I = 1)
    (S : Matrix (Fin 3) (Fin 3) ℝ) {Z : ι → Matrix (Fin 3) (Fin 3) ℝ}
    (hZ : Z = fun I => ((w I + M I / ∑ J, M J) / 2) • S) :
    totalCharge Z = S ∧ ∀ u, IsOptical M u →
      dipole (corrected w Z) u = -dipole Z u ∧
        irIntensity (corrected w Z) u = irIntensity Z u := by
  have hsum : ∑ I, (w I + M I / ∑ J, M J) / 2 = 1 := by
    rw [← Finset.sum_div, Finset.sum_add_distrib, ← Finset.sum_div, hw,
      div_self (totalMass_pos hM hw).ne']
    norm_num
  have htot : totalCharge Z = S := by
    rw [hZ]
    unfold totalCharge
    rw [← Finset.sum_smul, hsum, one_smul]
  refine ⟨htot, fun u hu => ?_⟩
  -- on optical displacements the mass part of the tensors drops out
  have hs : ∑ I, ((w I + M I / ∑ J, M J) / 2) • u I = (1 / 2 : ℝ) • ∑ I, w I • u I := by
    calc ∑ I, ((w I + M I / ∑ J, M J) / 2) • u I
        = (1 / 2 : ℝ) • ∑ I, w I • u I + ((∑ J, M J)⁻¹ / 2) • ∑ I, M I • u I := by
          rw [Finset.smul_sum, Finset.smul_sum, ← Finset.sum_add_distrib]
          refine Finset.sum_congr rfl fun I _ => ?_
          rw [smul_smul, smul_smul, ← add_smul]
          congr 1
          ring
      _ = (1 / 2 : ℝ) • ∑ I, w I • u I := by
          rw [show ∑ I, M I • u I = 0 from hu, smul_zero, add_zero]
  have hd : dipole Z u = (1 / 2 : ℝ) • (S *ᵥ ∑ I, w I • u I) := by
    rw [hZ, dipole_smul, hs, Matrix.mulVec_smul]
  have hrev : dipole (corrected w Z) u = -dipole Z u := by
    rw [dipole_corrected, htot, hd]
    module
  refine ⟨hrev, ?_⟩
  simp only [irIntensity, hrev, neg_dotProduct, dotProduct_neg, neg_neg]

end

end BornChargeNeutrality
```

```lean
#print axioms BornChargeNeutrality.corrected_neutral
#print axioms BornChargeNeutrality.dipole_preserved_iff
#print axioms BornChargeNeutrality.intensity_preserved_iff
#print axioms BornChargeNeutrality.intensity_exception
```

```
'BornChargeNeutrality.corrected_neutral' depends on axioms: [propext, Classical.choice, Quot.sound]
'BornChargeNeutrality.dipole_preserved_iff' depends on axioms: [propext, Classical.choice, Quot.sound]
'BornChargeNeutrality.intensity_preserved_iff' depends on axioms: [propext, Classical.choice, Quot.sound]
'BornChargeNeutrality.intensity_exception' depends on axioms: [propext, Classical.choice, Quot.sound]
```
